# Quadratic bias from zero-mean noise in a scalar self-consistency equation

## Two opposite noise values

Take the equation x = s + x² and solve it for the noise values s = 0.09 and s = −0.09, each time on the branch that vanishes with s. The solutions are

x(0.09) = 0.1, x(−0.09) ≈ −0.0831.

The noise averages to zero, but the solutions average to about 0.00845. This is close to s² = 0.0081. The quadratic term adds a positive amount to x for either sign of the noise, so the two responses don't cancel.

## Noise inside a self-consistency loop

In stochastic density functional theory the density is estimated from random orbitals. Even if the estimate is unbiased for a fixed Hamiltonian, the noisy density enters the next Hamiltonian, and the self-consistent result depends nonlinearly on the noise.

A one-variable model shows the effect. Let x be the deviation of a density variable from its noise-free self-consistent value, and let the loop return a x + b x² plus an additive noise s. The noise is held fixed during the iteration, as when every cycle uses the same random orbitals. Self-consistency means x = a x + b x² + s. With c = 1 − a this becomes

c x = s + b x².

Here b is the coefficient of x² in the loop, half its second derivative at x = 0. The condition c > 0 says that the linear feedback a is below one; at c = 0 the linear response to noise would diverge.

In this scalar model with a fixed noise distribution, an amplitude that falls as 1/√N with the number N of random orbitals gives a leading bias that falls as 1/N. Averaging independent runs at the same N reduces the scatter but leaves the bias.

## The bias theorem and its Lean form

The branch that vanishes with the noise is

x(s) = 2s / (c + √(c² − 4bs)),

which is `response b c s` in Lean. The noise takes finitely many values s ξᵢ with real weights wᵢ, where s is the common amplitude and `ι` is the index type. The weighted sum Σ wᵢ x(s ξᵢ) is `ensembleMean w ξ b c s`.

The main theorem, `selfConsistency_bias`, says that if c > 0 and Σ wᵢ ξᵢ = 0, then

Σ wᵢ x(s ξᵢ) / s² → (b/c³) Σ wᵢ ξᵢ² as s → 0.

The hypothesis `hw` is the zero-mean condition. The weights need not be positive or add up to one; when they are probabilities, the left-hand sum is a mean and Σ wᵢ ξᵢ² is the variance of ξ. The filter `𝓝[≠] 0` means that s approaches zero from either side without being zero.

For the pair ±s with equal weights, `symmetric_noise_bias` gives

(x(s) + x(−s)) / (2s²) → b/c³.

Lean's square root returns zero for a negative argument, so `response_selfConsistent` and `symmetric_noise_exact` assume nonnegative discriminants. In `eq_response_of_selfConsistent` this follows from the existence of a real solution, and in the limits it holds automatically once s is small.

The model has one variable, a loop truncated at second order, and noise that doesn't depend on x. The theorems say nothing about whether an iteration reaches the solution, and the limit comes without an error estimate. Gaussian noise lies outside the model: for b ≠ 0 some of its values leave the equation without a real solution.

## From the branch to the averaged equation

**The branch solves the equation.** Write r = √(c² − 4bs), so that 4bs = c² − r². Insert x = 2s/(c + r) and multiply the equation by (c + r)². The left side becomes 2cs(c + r). The right side becomes

s(c + r)² + 4bs² = s[(c + r)² + c² − r²] = 2cs(c + r).

**It is the only solution with 2bx ≤ c.** If c x = s + b x², then

c² − 4bs = c² − 4b(c x − b x²) = (c − 2bx)².

For 2bx ≤ c the root is r = c − 2bx, hence c + r = 2(c − bx), which is positive. Since 2s = 2x(c − bx), the quotient 2s/(c + r) equals x. Conversely, for 4bs ≤ c² the branch satisfies the condition, because 2b x(s) = 4bs/(c + r) = c − r ≤ c.

**The linear response is 1/c.** For a fixed number k and s ≠ 0,

x(sk)/s = 2k / (c + √(c² − 4bsk)) → 2k/(2c) = k/c.

**Averaging removes the linear term.** Put xᵢ = x(s ξᵢ). For small s each xᵢ satisfies c xᵢ = s ξᵢ + b xᵢ². Multiply by wᵢ and sum:

c Σ wᵢ xᵢ = s Σ wᵢ ξᵢ + b Σ wᵢ xᵢ² = b Σ wᵢ xᵢ².

Division by c s² gives

Σ wᵢ xᵢ / s² = (b/c) Σ wᵢ (xᵢ/s)² → (b/c) Σ wᵢ (ξᵢ/c)² = (b/c³) Σ wᵢ ξᵢ².

The first-order response is therefore enough to find the second-order bias.

The same argument applies to a cubic loop, c x = s + b x³, on its small branch: informally, Σ wᵢ xᵢ / s³ tends to (b/c⁴) Σ wᵢ ξᵢ³, which vanishes for symmetric noise.

## The pair at finite noise

Let p = √(c² − 4bs) and q = √(c² + 4bs), with 4|bs| ≤ c² so that both are real. Then

(x(s) + x(−s))/2 = s/(c + p) − s/(c + q) = s(q − p) / ((c + p)(c + q)).

Since q² − p² = 8bs and p + q > 0, this equals

8bs² / ((c + p)(c + q)(p + q)).

This is `symmetric_noise_exact`. For s ≠ 0 the bias has the sign of b throughout the allowed range. For small s all three factors in the denominator approach 2c, which returns b s²/c³. At the limit of the range, 4|bs| = c², one root vanishes and the other is √2 c, so the bias is 8/(2 + √2) ≈ 2.34 times the leading estimate b s²/c³.

## The Lean file

```lean
import Mathlib

open Filter Topology

namespace StochasticSelfConsistency

noncomputable section

/-- The branch `x(s) = 2s / (c + √(c² - 4bs))` of the scalar self-consistency equation,
used for `c > 0` and `4bs ≤ c²`. -/
def response (b c s : ℝ) : ℝ := 2 * s / (c + Real.sqrt (c ^ 2 - 4 * b * s))

/-- The weighted sum of the responses to the noise values `s ξᵢ` with weights `wᵢ`. -/
def ensembleMean {ι : Type*} [Fintype ι] (w ξ : ι → ℝ) (b c s : ℝ) : ℝ :=
  ∑ i, w i * response b c (s * ξ i)

/-- For `c > 0` and noise with `4bs ≤ c²`, the response solves the self-consistency
equation `c x = s + b x²`. -/
theorem response_selfConsistent {b c s : ℝ} (hc : 0 < c) (h : 4 * b * s ≤ c ^ 2) :
    c * response b c s = s + b * response b c s ^ 2 := by
  have hr := Real.sq_sqrt (sub_nonneg.mpr h)
  have hr0 := Real.sqrt_nonneg (c ^ 2 - 4 * b * s)
  unfold response
  generalize Real.sqrt (c ^ 2 - 4 * b * s) = r at hr hr0 ⊢
  have hD : c + r ≠ 0 := by linarith
  -- factor the response into the noise times a gain `g`
  obtain ⟨g, hg⟩ : ∃ g, g = 2 / (c + r) := ⟨_, rfl⟩
  have hx : 2 * s / (c + r) = s * g := by rw [hg]; ring
  have hg2 : g * (c + r) = 2 := by rw [hg]; exact div_mul_cancel₀ 2 hD
  rw [hx]
  linear_combination s / 4 * ((g * r + 2 - g * c) * hg2 - g ^ 2 * hr)

/-- For `c > 0`, every solution of `c x = s + b x²` with `2bx ≤ c` is the response `x(s)`. -/
theorem eq_response_of_selfConsistent {b c s x : ℝ} (hc : 0 < c)
    (h : c * x = s + b * x ^ 2) (hx : 2 * b * x ≤ c) : x = response b c s := by
  -- the discriminant is a perfect square
  have hd : c ^ 2 - 4 * b * s = (c - 2 * b * x) ^ 2 := by
    linear_combination 4 * b * h
  have hD : c + (c - 2 * b * x) ≠ 0 := by
    have : 0 < c + (c - 2 * b * x) := by linarith
    exact this.ne'
  unfold response
  rw [hd, Real.sqrt_sq (by linarith), eq_div_iff hD]
  linear_combination 2 * h

/-- Linear response: for `c > 0`, the response to the noise `s k`, divided by `s`,
tends to `k / c` as `s` tends to zero. -/
theorem linear_response (b : ℝ) {c : ℝ} (hc : 0 < c) (k : ℝ) :
    Tendsto (fun s => response b c (s * k) / s) (𝓝[≠] 0) (𝓝 (k / c)) := by
  have hcont : ContinuousAt
      (fun s : ℝ => 2 * k / (c + Real.sqrt (c ^ 2 - 4 * b * (s * k)))) 0 := by
    refine ContinuousAt.div (by fun_prop) (by fun_prop) ?_
    have : 0 < c + Real.sqrt (c ^ 2 - 4 * b * (0 * k)) := by positivity
    exact this.ne'
  have hv : 2 * k / (c + Real.sqrt (c ^ 2 - 4 * b * (0 * k))) = k / c := by
    rw [show c ^ 2 - 4 * b * (0 * k) = c ^ 2 by ring, Real.sqrt_sq hc.le,
      div_eq_div_iff (by positivity) hc.ne']
    ring
  have h0 := hcont.tendsto.mono_left (nhdsWithin_le_nhds (s := {0}ᶜ))
  rw [hv] at h0
  refine h0.congr' ?_
  filter_upwards [self_mem_nhdsWithin] with s hs
  have hs' : s ≠ 0 := hs
  unfold response
  rw [eq_div_iff hs']
  ring

/-- Self-consistency bias: for `c > 0` and noise values `s ξᵢ` whose weighted sum vanishes,
the weighted response divided by `s²` tends to `(b / c³) ∑ wᵢ ξᵢ²` as `s` tends to zero. -/
theorem selfConsistency_bias {ι : Type*} [Fintype ι] (w ξ : ι → ℝ) (b : ℝ) {c : ℝ}
    (hc : 0 < c) (hw : ∑ i, w i * ξ i = 0) :
    Tendsto (fun s => ensembleMean w ξ b c s / s ^ 2) (𝓝[≠] 0)
      (𝓝 (b / c ^ 3 * ∑ i, w i * ξ i ^ 2)) := by
  -- for weak noise every member of the ensemble has a real solution
  have hsmall : ∀ᶠ s : ℝ in 𝓝[≠] 0, ∀ i, 4 * b * (s * ξ i) < c ^ 2 := by
    refine eventually_all.mpr fun i => ?_
    have hcont : Continuous (fun s : ℝ => 4 * b * (s * ξ i)) := by fun_prop
    have ht := hcont.tendsto' 0 0 (by simp)
    have hpos : (0 : ℝ) < c ^ 2 := by positivity
    exact (ht.eventually_lt_const hpos).filter_mono nhdsWithin_le_nhds
  have hlim : Tendsto (fun s => b / c * ∑ i, w i * (response b c (s * ξ i) / s) ^ 2)
      (𝓝[≠] 0) (𝓝 (b / c * ∑ i, w i * (ξ i / c) ^ 2)) :=
    (tendsto_finsetSum _ fun i _ =>
      ((linear_response b hc (ξ i)).pow 2).const_mul (w i)).const_mul (b / c)
  have hval : b / c * ∑ i, w i * (ξ i / c) ^ 2 = b / c ^ 3 * ∑ i, w i * ξ i ^ 2 := by
    rw [Finset.mul_sum, Finset.mul_sum]
    refine Finset.sum_congr rfl fun i _ => ?_
    ring
  rw [hval] at hlim
  refine hlim.congr' ?_
  filter_upwards [hsmall] with s hs
  have hx : ∀ i, w i * response b c (s * ξ i) =
      s / c * (w i * ξ i) + b / c * (w i * response b c (s * ξ i) ^ 2) := by
    intro i
    have h := response_selfConsistent hc (hs i).le
    have h' : response b c (s * ξ i) =
        (s * ξ i + b * response b c (s * ξ i) ^ 2) / c := by
      rw [eq_div_iff hc.ne']
      linarith
    linear_combination w i * h'
  -- averaging removes the linear term
  have hsum : ensembleMean w ξ b c s =
      b / c * ∑ i, w i * response b c (s * ξ i) ^ 2 := by
    calc ensembleMean w ξ b c s
        = ∑ i, (s / c * (w i * ξ i) + b / c * (w i * response b c (s * ξ i) ^ 2)) :=
          Finset.sum_congr rfl fun i _ => hx i
      _ = b / c * ∑ i, w i * response b c (s * ξ i) ^ 2 := by
          rw [Finset.sum_add_distrib, ← Finset.mul_sum, ← Finset.mul_sum, hw]
          ring
  rw [hsum, mul_div_assoc, Finset.sum_div]
  congr 1
  refine Finset.sum_congr rfl fun i _ => ?_
  ring

/-- For `c > 0`, the response averaged over the noise values `s` and `-s`, divided by `s²`,
tends to `b / c³` as `s` tends to zero. -/
theorem symmetric_noise_bias (b : ℝ) {c : ℝ} (hc : 0 < c) :
    Tendsto (fun s => (response b c s + response b c (-s)) / (2 * s ^ 2)) (𝓝[≠] 0)
      (𝓝 (b / c ^ 3)) := by
  have e0 : (![1, -1] : Fin 2 → ℝ) 0 = 1 := rfl
  have e1 : (![1, -1] : Fin 2 → ℝ) 1 = -1 := rfl
  have h := selfConsistency_bias (fun _ : Fin 2 => (1 / 2 : ℝ)) ![1, -1] b hc
    (by simp only [Fin.sum_univ_two, e0, e1]; norm_num)
  have hf : (fun s => (response b c s + response b c (-s)) / (2 * s ^ 2)) =
      fun s => ensembleMean (fun _ : Fin 2 => (1 / 2 : ℝ)) ![1, -1] b c s / s ^ 2 := by
    funext s
    simp only [ensembleMean, Fin.sum_univ_two, e0, e1, mul_one, mul_neg]
    ring
  have hv : b / c ^ 3 * ∑ i : Fin 2, (1 / 2 : ℝ) * (![1, -1] : Fin 2 → ℝ) i ^ 2 =
      b / c ^ 3 := by
    simp only [Fin.sum_univ_two, e0, e1]
    ring
  rw [hv] at h
  rw [hf]
  exact h

/-- The exact mean response to the noise values `s` and `-s`, for `c > 0` and
`4|bs| ≤ c²`. -/
theorem symmetric_noise_exact {b c s : ℝ} (hc : 0 < c) (h : 4 * |b * s| ≤ c ^ 2) :
    (response b c s + response b c (-s)) / 2 =
      8 * b * s ^ 2 / ((c + Real.sqrt (c ^ 2 - 4 * b * s)) *
        (c + Real.sqrt (c ^ 2 + 4 * b * s)) *
        (Real.sqrt (c ^ 2 - 4 * b * s) + Real.sqrt (c ^ 2 + 4 * b * s))) := by
  have h1 := le_abs_self (b * s)
  have h2 := neg_abs_le (b * s)
  have hp := Real.sq_sqrt (show 0 ≤ c ^ 2 - 4 * b * s by linarith)
  have hq := Real.sq_sqrt (show 0 ≤ c ^ 2 + 4 * b * s by linarith)
  have hp0 := Real.sqrt_nonneg (c ^ 2 - 4 * b * s)
  have hq0 := Real.sqrt_nonneg (c ^ 2 + 4 * b * s)
  unfold response
  rw [show c ^ 2 - 4 * b * (-s) = c ^ 2 + 4 * b * s by ring]
  generalize Real.sqrt (c ^ 2 - 4 * b * s) = p at hp hp0 ⊢
  generalize Real.sqrt (c ^ 2 + 4 * b * s) = q at hq hq0 ⊢
  -- the two square roots cannot vanish together
  have hpq : 0 < p + q := by
    by_contra hn
    have hp1 : p = 0 := by linarith
    have hq1 : q = 0 := by linarith
    rw [hp1] at hp
    rw [hq1] at hq
    have := pow_pos hc 2
    linarith
  have hcp : 0 < c + p := by linarith
  have hcq : 0 < c + q := by linarith
  rw [div_add_div _ _ hcp.ne' hcq.ne', div_div,
    div_eq_div_iff (by positivity) (by positivity)]
  linear_combination 2 * s * (c + p) * (c + q) * (hq - hp)

end

end StochasticSelfConsistency
```

```lean
#print axioms StochasticSelfConsistency.eq_response_of_selfConsistent
#print axioms StochasticSelfConsistency.selfConsistency_bias
#print axioms StochasticSelfConsistency.symmetric_noise_bias
#print axioms StochasticSelfConsistency.symmetric_noise_exact
```

```
'StochasticSelfConsistency.eq_response_of_selfConsistent' depends on axioms: [propext, Classical.choice, Quot.sound]
'StochasticSelfConsistency.selfConsistency_bias' depends on axioms: [propext, Classical.choice, Quot.sound]
'StochasticSelfConsistency.symmetric_noise_bias' depends on axioms: [propext, Classical.choice, Quot.sound]
'StochasticSelfConsistency.symmetric_noise_exact' depends on axioms: [propext, Classical.choice, Quot.sound]
```

## How Lean checks the algebra and the limits

`response_selfConsistent` replaces the square root by a variable r and keeps only r ≥ 0 and r² = c² − 4bs. It then writes the response as s g with the gain g = 2/(c + r). The final `linear_combination` derives the self-consistency equation from g(c + r) = 2 and the equation for r², which is the cancellation above without the explicit fractions.

`eq_response_of_selfConsistent` first proves that the discriminant is a perfect square, in `hd`. The hypothesis 2bx ≤ c lets `Real.sqrt_sq` choose the root c − 2bx, and one more linear combination finishes the proof. The bias theorem doesn't use this lemma; it identifies which solution the formula describes.

`linear_response` works with the quotient after s has been cancelled. That function is continuous at zero (`hcont`) and has the value k/c there (`hv`). The step `h0.congr'` transfers the limit to the original quotient, because the two functions agree for s ≠ 0.

`selfConsistency_bias` has four parts:

- `hsmall` shows that for small s every noise value has a positive discriminant. Each member has its own range of small s, and `eventually_all` combines these ranges because the ensemble is finite.
- `hlim` squares the linear responses and sums their limits, and `hval` rewrites the result with the factor b/c³.
- `hx` is the self-consistency equation of one member, solved for its linear term and multiplied by wᵢ.
- `hsum` adds these equations and uses `hw` to remove the term linear in s.

After division by s², the ensemble sum is the function whose limit `hlim` supplies.

`symmetric_noise_bias` applies this theorem to an ensemble indexed by `Fin 2`, with both weights 1/2 and noise values `![1, -1]`. The remaining steps write out the two-term sums.

`symmetric_noise_exact` again replaces the roots by variables p and q. Its step `hpq` shows that they can't both vanish, since p² + q² = 2c² > 0. Once the denominators are cleared, the difference `hq - hp` provides q² − p² = 8bs, as in the derivation.
